# The squared norm of a free s-wave inside a sphere of radius R, from its reduced radial function sin(kr + d)

For an s-wave ψ = u(r)/(√(4π) r), the integral of |ψ|² over a ball of radius R is the integral of u² from r = 0 to r = R, with no extra factor r². The lemma computes this integral for the free reduced radial function u(r) = sin(kr + d), with unit amplitude, wave number k > 0 and constant phase d. The value is R/2 − (sin(2(kR + d)) − sin(2d))/(4k): half the radius, corrected by a term that oscillates with R. The statement holds for every real R and d, though only R ≥ 0 can be read as a radius. The attempt proposes r/2 − sin(2(kr + d))/(4k) as an antiderivative, checks its derivative with the double-angle formula, and then applies the fundamental theorem of calculus.

In Lean, a first try:

```lean
import Mathlib

open Set Filter Topology MeasureTheory

namespace PhaseShiftDerivative

/-- The squared norm of the free wave `sin (k r + d)` inside the sphere of radius `R`. -/
theorem freeWave_norm {k : ℝ} (hk : 0 < k) (R d : ℝ) :
    ∫ r in (0 : ℝ)..R, Real.sin (k * r + d) ^ 2
      = R / 2 - (Real.sin (2 * (k * R + d)) - Real.sin (2 * d)) / (4 * k) := by
  have hd : ∀ r ∈ uIcc 0 R, HasDerivAt (fun r => r / 2 - Real.sin (2 * (k * r + d)) / (4 * k))
      (Real.sin (k * r + d) ^ 2) r := by
    intro r _
    have h1 : HasDerivAt (fun r => 2 * (k * r + d)) (2 * (k * 1)) r :=
      (((hasDerivAt_id' r).const_mul k).add_const d).const_mul 2
    refine (((hasDerivAt_id' r).div_const 2).fun_sub (h1.sin.div_const (4 * k))).congr_deriv ?_
    have h2 : Real.cos (2 * (k * r + d)) * (2 * (k * 1)) / (4 * k)
        = Real.cos (2 * (k * r + d)) / 2 := by
      field_simp
      norm_num
    rw [h2, Real.cos_two_mul]
    linear_combination -Real.sin_sq_add_cos_sq (k * r + d)
  have hi : IntervalIntegrable (fun r => Real.sin (k * r + d) ^ 2) volume 0 R :=
    Continuous.intervalIntegrable (by fun_prop) 0 R
  rw [intervalIntegral.integral_eq_sub_of_hasDerivAt hd hi]
  simp only [mul_zero, zero_add]
  ring

end PhaseShiftDerivative
```

Compiling this gives:

```
Main.lean:18:44: error: unsolved goals
k : ℝ
hk : 0 < k
R d r : ℝ
a✝ : r ∈ uIcc 0 R
h1 : HasDerivAt (fun r => 2 * (k * r + d)) (2 * (k * 1)) r
⊢ 4 * Real.cos (2 * (k * r + d)) = Real.cos (2 * (k * r + d)) * 4
```

Diagnosis. The single error lies in the auxiliary identity `h2`, which simplifies the derivative of the sine term by cancelling `k` and the numerical factors. The message shows what is still unproved when the tactics of that block have run: `4 * Real.cos (2 * (k * r + d)) = Real.cos (2 * (k * r + d)) * 4`. This is true, and the two sides differ only in the order of the factors.

The division has therefore been dealt with, and what is missing is commutativity of multiplication. `norm_num` evaluates numerals and simplifies, but its default simplification rules do not reorder the factors of a product, so it stops with the goal still open.

The repair replaces `norm_num` with `ring`, which proves identities in commutative rings by bringing both sides to a common normal form. It treats the cosine as an atom, does the arithmetic on the numerals, and disregards the order of the factors, so it closes the goal.

As a diff, the version that Lean accepts:

```diff
@@ -18,5 +18,5 @@
         = Real.cos (2 * (k * r + d)) / 2 := by
       field_simp
-      norm_num
+      ring
     rw [h2, Real.cos_two_mul]
     linear_combination -Real.sin_sq_add_cos_sq (k * r + d)
```
